# Parent weights of the p³ ²P state: 2/9 for ¹S, 1/2 for ³P, 5/18 for ¹D

To get the electron repulsion energy of the ²P term of a single p³ configuration from the repulsion energies of the p² terms with the same radial orbital, one averages the ¹S, ³P and ¹D pair energies with weights 2/9, 1/2 and 5/18, then multiplies by three, the number of pairs. The weights are squared norms of parts of one explicit state, derived here for $d\ge 2$ orthonormal real orbitals; the p shell is $d=3$.

## Antisymmetrising one orbital and a pair sum

Let $v$ be a real unit vector of orbital coefficients, $i,j,k$ the orbital indices and $s,t,u$ the spin indices of electrons 1, 2, 3. Write $\alpha,\beta$ for spin up and down, and $\sigma_{st}=\alpha_s\beta_t-\beta_s\alpha_t$ for the unnormalised singlet. The seed is $v_i\alpha_s\,\delta_{jk}\alpha_t\beta_u$. In its signed sum over six permutations, terms with the same orbital factor combine in pairs:

$$\Psi=F\,\alpha_u\sigma_{st}+G\,\alpha_s\sigma_{tu}+H\,\alpha_t\sigma_{us},$$

$$F=v_k\delta_{ij},\quad G=v_i\delta_{jk},\quad H=v_j\delta_{ki}.$$

Each of $F,G,H$ has squared norm $d$, and each two overlap by $\sum_i v_i^2=1$. Hence

$$\|aF+bG+cH\|^2=(a^2+b^2+c^2)d+2(ab+bc+ca).$$

The components of $\Psi$ for spins ↑↑↓, ↑↓↑, ↓↑↑ are $G-H$, $F-G$, $H-F$, and all others vanish. Each contributes $2d-2$, so $\|\Psi\|^2=6(d-1)$.

## Splitting the first two orbital indices

Three spins obey $\alpha_s\sigma_{tu}+\alpha_t\sigma_{us}+\alpha_u\sigma_{st}=0$. Setting $i=j=m$ and summing over $m$ therefore gives $(d-1)v_k\alpha_u\sigma_{st}$. Exchanging $i$ and $j$ fixes $F$ and swaps $G$ with $H$. The trace, antisymmetric and traceless symmetric parts are

$$\tfrac{d-1}{d}F\,\alpha_u\sigma_{st},\qquad \tfrac12(G-H)(\alpha_s\sigma_{tu}-\alpha_t\sigma_{us}),\qquad \left[\tfrac1dF-\tfrac12(G+H)\right]\alpha_u\sigma_{st}.$$

The squared norms of the spin factors are 2, 6 and 2. With the orbital formula, the parts have squared norms

$$\frac{2(d-1)^2}{d},\qquad 3(d-1),\qquad \frac{(d-1)(d+2)}{d}.$$

Division by $6(d-1)$ gives $(d-1)/(3d)$, $1/2$ and $(d+2)/(6d)$.

## The case v = z in components

For $d=3$, the ↑↑↓ component has entries $+1$ at $zxx,zyy$ and $-1$ at $xzx,yzy$; the $zzz$ entries cancel. The other two spin patterns also have four entries $\pm1$, so $\|\Psi\|^2=12$.

The ↑↓↑ component is $+1$ at $xxz,yyz$ and $-1$ at $zxx,zyy$. Its trace part is $2/3$ at $xxz,yyz,zzz$, with squared norm $4/3$; its antisymmetric part has four entries $\pm1/2$, with squared norm 1. The ↓↑↑ component gives the same values, while ↑↑↓ is wholly antisymmetric with squared norm 4. The totals are $8/3$ and $6$. The parts are orthogonal, which leaves $10/3$ for the traceless symmetric one. Dividing by 12 gives 2/9, 1/2 and 5/18.

## Amplitudes and operations in Lean

```lean
import Mathlib

open Finset Matrix

namespace FractionalParentage

noncomputable section
```

An amplitude is a real function of three orbital and three spin indices. There is no radial function and no Hamiltonian, so the theorems cover the weights and not the energy rule of the opening.

```lean
/-- Real three-electron amplitudes: three orbital indices followed by three spin indices. -/
abbrev Amp (d : ℕ) := Fin d → Fin d → Fin d → Fin 2 → Fin 2 → Fin 2 → ℝ
```

`delta` makes the orbitals orthonormal. Spin index 0 is up and 1 is down.

```lean
variable {d : ℕ}

/-- Overlap of two orthonormal basis orbitals. -/
def delta (i j : Fin d) : ℝ := if i = j then 1 else 0

/-- The spin-up amplitude. -/
def up (s : Fin 2) : ℝ := if s = 0 then 1 else 0

/-- The spin-down amplitude. -/
def down (s : Fin 2) : ℝ := if s = 1 then 1 else 0

/-- The unnormalised two-spin singlet, up-down minus down-up. -/
def singlet (s t : Fin 2) : ℝ := up s * down t - down s * up t
```

The seed and its signed sum follow the derivation above.

```lean
/-- The product of orbital `v` with spin up and the pair sum over `m` of `m`-up times `m`-down. -/
def seed (v : Fin d → ℝ) : Amp d := fun i j k s t u =>
  v i * up s * (delta j k * up t * down u)

/-- The signed sum over all permutations of the three electrons. -/
def antisymmetrise (f : Amp d) : Amp d := fun i j k s t u =>
  f i j k s t u + f j k i t u s + f k i j u s t
    - f j i k t s u - f i k j s u t - f k j i u t s
```

`doublet` is $\Psi$, and `state` is $\Psi$ divided by its norm.

```lean
/-- The squared norm of a three-electron amplitude. -/
def sqNorm (f : Amp d) : ℝ := ∑ i, ∑ j, ∑ k, ∑ s, ∑ t, ∑ u, f i j k s t u ^ 2

/-- The antisymmetrised seed, before normalisation. -/
def doublet (v : Fin d → ℝ) : Amp d := antisymmetrise (seed v)

/-- The antisymmetrised seed divided by its norm. -/
def state (v : Fin d → ℝ) : Amp d := (√(sqNorm (doublet v)))⁻¹ • doublet v
```

The three parent parts act on the orbital indices of electrons 1 and 2 only.

```lean
/-- The trace part in the orbital indices of the first two electrons. -/
def tracePart (f : Amp d) : Amp d := fun i j k s t u =>
  delta i j * (∑ m, f m m k s t u) / d

/-- The antisymmetric part in the orbital indices of the first two electrons. -/
def antiPart (f : Amp d) : Amp d := fun i j k s t u =>
  (f i j k s t u - f j i k s t u) / 2

/-- The traceless symmetric part in the orbital indices of the first two electrons. -/
def symPart (f : Amp d) : Amp d := fun i j k s t u =>
  (f i j k s t u + f j i k s t u) / 2 - tracePart f i j k s t u
```

Two spin operators serve to identify the doublet.

```lean
/-- The total spin raising operator. -/
def spinRaise (f : Amp d) : Amp d := fun i j k s t u =>
  up s * f i j k 1 t u + up t * f i j k s 1 u + up u * f i j k s t 1

/-- The total spin projection, in units of ħ. -/
def spinZ (f : Amp d) : Amp d := fun i j k s t u =>
  ((up s - down s) + (up t - down t) + (up u - down u)) / 2 * f i j k s t u
```

## From pairings to weights

Symmetry of `delta` lets `ring` collect the six permuted terms into the cyclic form of $\Psi$.

```lean
/-- The orbital overlap is symmetric. -/
theorem delta_comm (a b : Fin d) : delta a b = delta b a := by
  unfold delta
  by_cases h : a = b
  · rw [h]
  · rw [if_neg h, if_neg (Ne.symm h)]

/-- The antisymmetrised state is a cyclic sum of one orbital times a singlet pair. -/
theorem doublet_apply (v : Fin d → ℝ) (i j k : Fin d) (s t u : Fin 2) :
    doublet v i j k s t u = v i * delta j k * (up s * singlet t u)
      + v j * delta k i * (up t * singlet u s) + v k * delta i j * (up u * singlet s t) := by
  simp only [doublet, antisymmetrise, seed, singlet]
  rw [delta_comm k j, delta_comm i k, delta_comm j i]
  ring
```

`orbital_sq` is the norm formula for $aF+bG+cH$. Its case split on equal indices shows that cross terms survive only at $i=j=k$.

```lean
/-- Squared norm of a combination of the three ways to pair two of three orbital indices. -/
theorem orbital_sq (v : Fin d → ℝ) (hv : ∑ i, v i ^ 2 = 1) (a b c : ℝ) :
    ∑ i, ∑ j, ∑ k, (a * (v k * delta i j) + b * (v i * delta j k) + c * (v j * delta k i)) ^ 2
      = (a ^ 2 + b ^ 2 + c ^ 2) * d + 2 * (a * b + b * c + c * a) := by
  -- all cross terms live on the diagonal i = j = k
  have h : ∀ i j k : Fin d,
      (a * (v k * delta i j) + b * (v i * delta j k) + c * (v j * delta k i)) ^ 2
      = a ^ 2 * (v k ^ 2 * delta i j) + b ^ 2 * (v i ^ 2 * delta j k)
        + c ^ 2 * (v j ^ 2 * delta k i)
        + 2 * (a * b + b * c + c * a) * (v i ^ 2 * delta i j * delta j k) := by
    intro i j k
    by_cases h1 : i = j
    · subst h1
      by_cases h2 : i = k
      · subst h2
        simp only [delta, ↓reduceIte]
        ring
      · simp only [delta, ↓reduceIte, h2, Ne.symm h2]
        ring
    · by_cases h2 : j = k
      · subst h2
        simp only [delta, ↓reduceIte, h1, Ne.symm h1]
        ring
      · by_cases h3 : k = i
        · subst h3
          simp only [delta, ↓reduceIte, h1, h2]
          ring
        · simp only [delta, ↓reduceIte, h1, h2, h3]
          ring
  have s1 : ∑ i : Fin d, ∑ j, ∑ k, v k ^ 2 * delta i j = d := by
    simp only [← sum_mul, hv]
    simp [delta]
  have s2 : ∑ i, ∑ j : Fin d, ∑ k, v i ^ 2 * delta j k = d := by
    simp [delta, ← mul_sum, hv]
  have s3 : ∑ i : Fin d, ∑ j, ∑ k, v j ^ 2 * delta k i = d := by
    simp [delta, hv]
  have s4 : ∑ i, ∑ j, ∑ k, v i ^ 2 * delta i j * delta j k = 1 := by
    simp [delta, hv]
  have e : ∑ i, ∑ j, ∑ k,
      (a * (v k * delta i j) + b * (v i * delta j k) + c * (v j * delta k i)) ^ 2
      = a ^ 2 * (∑ i : Fin d, ∑ j, ∑ k, v k ^ 2 * delta i j)
        + b ^ 2 * (∑ i, ∑ j : Fin d, ∑ k, v i ^ 2 * delta j k)
        + c ^ 2 * (∑ i : Fin d, ∑ j, ∑ k, v j ^ 2 * delta k i)
        + 2 * (a * b + b * c + c * a) * (∑ i, ∑ j, ∑ k, v i ^ 2 * delta i j * delta j k) := by
    simp only [h, sum_add_distrib, mul_sum]
  rw [e, s1, s2, s3, s4]
  ring
```

The next proof applies it to the three spin patterns.

```lean
/-- For a unit orbital the antisymmetrised seed has squared norm `6 (d - 1)`. -/
theorem sqNorm_doublet (v : Fin d → ℝ) (hv : ∑ i, v i ^ 2 = 1) :
    sqNorm (doublet v) = 6 * ((d : ℝ) - 1) := by
  have u0 : up 0 = 1 := by simp [up]
  have u1 : up 1 = 0 := by simp [up]
  have d0 : down 0 = 0 := by simp [down]
  have d1 : down 1 = 1 := by simp [down]
  have h : ∀ i j k, ∑ s, ∑ t, ∑ u, doublet v i j k s t u ^ 2
      = (0 * (v k * delta i j) + 1 * (v i * delta j k) + (-1) * (v j * delta k i)) ^ 2
      + (1 * (v k * delta i j) + (-1) * (v i * delta j k) + 0 * (v j * delta k i)) ^ 2
      + ((-1) * (v k * delta i j) + 0 * (v i * delta j k) + 1 * (v j * delta k i)) ^ 2 := by
    intro i j k
    simp only [Fin.sum_univ_two, doublet_apply, singlet, u0, u1, d0, d1]
    ring
  simp only [sqNorm, h, sum_add_distrib, orbital_sq v hv]
  ring
```

In `sqNorm_parts`, `hT`, `hA` and `hS` write each part as an orbital tensor times a spin tensor, and `prod` factorises the norm. The cyclic spin identity enters where `singlet` is unfolded before `ring`.

```lean
/-- Squared norms of the three parent parts of any multiple of the antisymmetrised seed. -/
theorem sqNorm_parts (v : Fin d → ℝ) (hv : ∑ i, v i ^ 2 = 1) (c : ℝ) :
    sqNorm (tracePart (c • doublet v)) = c ^ 2 * (2 * ((d : ℝ) - 1) ^ 2 / d) ∧
    sqNorm (antiPart (c • doublet v)) = c ^ 2 * (3 * ((d : ℝ) - 1)) ∧
    sqNorm (symPart (c • doublet v)) = c ^ 2 * (((d : ℝ) - 1) * (d + 2) / d) := by
  have hd : (d : ℝ) ≠ 0 := by
    intro h
    have h0 : d = 0 := by exact_mod_cast h
    subst h0
    simp at hv
  have prod : ∀ (x y z : ℝ) (B : Fin 2 → Fin 2 → Fin 2 → ℝ),
      sqNorm (fun i j k s t u =>
        (x * (v k * delta i j) + y * (v i * delta j k) + z * (v j * delta k i)) * B s t u)
      = ((x ^ 2 + y ^ 2 + z ^ 2) * d + 2 * (x * y + y * z + z * x))
        * ∑ s, ∑ t, ∑ u, B s t u ^ 2 := by
    intro x y z B
    rw [← orbital_sq v hv x y z]
    simp only [sqNorm, mul_pow, ← mul_sum, ← sum_mul]
  have b0 : ∑ s, ∑ t, ∑ u, (up u * singlet s t) ^ 2 = 2 := by
    norm_num [Fin.sum_univ_two, singlet, up, down]
  have b1 : ∑ s, ∑ t, ∑ u, (up s * singlet t u - up t * singlet u s) ^ 2 = 6 := by
    norm_num [Fin.sum_univ_two, singlet, up, down]
  -- each part is an orbital tensor times a spin tensor
  have hT : tracePart (c • doublet v) = fun i j k s t u =>
      ((c * (d - 1) / d) * (v k * delta i j) + 0 * (v i * delta j k)
        + 0 * (v j * delta k i)) * (up u * singlet s t) := by
    funext i j k s t u
    have h1 : ∑ m, v m * delta m k = v k := by simp [delta]
    have h2 : ∑ m, v m * delta k m = v k := by simp [delta]
    have e : ∀ m, (c • doublet v) m m k s t u
        = (v m * delta m k) * (c * (up s * singlet t u))
        + (v m * delta k m) * (c * (up t * singlet u s))
        + c * v k * (up u * singlet s t) := by
      intro m
      have hm : delta m m = 1 := by simp [delta]
      simp only [Pi.smul_apply, smul_eq_mul, doublet_apply, hm]
      ring
    have hs : ∑ m, (c • doublet v) m m k s t u
        = c * (d - 1) * v k * (up u * singlet s t) := by
      simp only [e, sum_add_distrib, ← sum_mul, h1, h2, sum_const, card_univ,
        Fintype.card_fin, nsmul_eq_mul]
      unfold singlet
      ring
    simp only [tracePart, hs]
    ring
  have hA : antiPart (c • doublet v) = fun i j k s t u =>
      (0 * (v k * delta i j) + (c / 2) * (v i * delta j k) + (-c / 2) * (v j * delta k i))
        * (up s * singlet t u - up t * singlet u s) := by
    funext i j k s t u
    simp only [antiPart, Pi.smul_apply, smul_eq_mul, doublet_apply]
    rw [delta_comm k j, delta_comm i k, delta_comm j i]
    ring
  have hS : symPart (c • doublet v) = fun i j k s t u =>
      ((c - c * (d - 1) / d) * (v k * delta i j) + (-c / 2) * (v i * delta j k)
        + (-c / 2) * (v j * delta k i)) * (up u * singlet s t) := by
    funext i j k s t u
    simp only [symPart, hT, Pi.smul_apply, smul_eq_mul, doublet_apply]
    rw [delta_comm k j, delta_comm i k, delta_comm j i]
    unfold singlet
    ring
  refine ⟨?_, ?_, ?_⟩
  · rw [hT, prod _ _ _ (fun s t u => up u * singlet s t), b0]
    field_simp
    ring
  · rw [hA, prod _ _ _ (fun s t u => up s * singlet t u - up t * singlet u s), b1]
    ring
  · rw [hS, prod _ _ _ (fun s t u => up u * singlet s t), b0]
    field_simp
    ring
```

Normalisation sets $c^2=1/(6(d-1))$. The hypothesis `2 ≤ d` is the Pauli principle at work: three electrons do not fit into one orbital.

```lean
/-- For `d ≥ 2` and a unit orbital `v`, the state has norm one, and its trace, antisymmetric and
traceless symmetric parts have squared norms `(d-1)/(3d)`, `1/2` and `(d+2)/(6d)`. -/
theorem parent_weights (hd : 2 ≤ d) (v : Fin d → ℝ) (hv : ∑ i, v i ^ 2 = 1) :
    sqNorm (state v) = 1 ∧
    sqNorm (tracePart (state v)) = ((d : ℝ) - 1) / (3 * d) ∧
    sqNorm (antiPart (state v)) = 1 / 2 ∧
    sqNorm (symPart (state v)) = ((d : ℝ) + 2) / (6 * d) := by
  have h2 : (2 : ℝ) ≤ d := by exact_mod_cast hd
  have hd0 : (d : ℝ) ≠ 0 := by linarith
  have hd1 : (d : ℝ) - 1 ≠ 0 := by linarith
  have hN := sqNorm_doublet v hv
  have hc : ((√(sqNorm (doublet v)))⁻¹) ^ 2 = (6 * ((d : ℝ) - 1))⁻¹ := by
    rw [inv_pow, Real.sq_sqrt (by rw [hN]; linarith), hN]
  have hsmul : ∀ c : ℝ, sqNorm (c • doublet v) = c ^ 2 * sqNorm (doublet v) := by
    intro c
    simp only [sqNorm, Pi.smul_apply, smul_eq_mul, mul_pow, mul_sum]
  obtain ⟨pT, pA, pS⟩ := sqNorm_parts v hv (√(sqNorm (doublet v)))⁻¹
  unfold state
  refine ⟨?_, ?_, ?_, ?_⟩
  · rw [hsmul, hc, hN]
    exact inv_mul_cancel₀ (mul_ne_zero (by norm_num) hd1)
  · rw [pT, hc]
    field_simp
    ring
  · rw [pA, hc]
    field_simp
    ring
  · rw [pS, hc]
    field_simp
```

The p shell follows with $v=(0,0,1)$. These are squared norms; the signs of fractional parentage coefficients are not treated.

```lean
/-- For three p orbitals and `v = z` the three squared norms are 2/9, 1/2 and 5/18. -/
theorem p_shell_weights :
    sqNorm (tracePart (state ![0, 0, 1])) = 2 / 9 ∧
    sqNorm (antiPart (state ![0, 0, 1])) = 1 / 2 ∧
    sqNorm (symPart (state ![0, 0, 1])) = 5 / 18 := by
  obtain ⟨-, hT, hA, hS⟩ := parent_weights (d := 3) (by norm_num) ![0, 0, 1]
    (by simp [Fin.sum_univ_three])
  refine ⟨?_, hA, ?_⟩
  · rw [hT]
    norm_num
  · rw [hS]
    norm_num
```

## Spin and rotation behind the term labels

Exchanging the orbital and spin indices of electrons 1 and 2 together changes the sign of the state, so the orbital symmetry of each part fixes its spin symmetry. The trace and traceless symmetric parts are singlets in the first two spins, and the antisymmetric part is a triplet. For $d=3$, the usual reading of these orbital tensors as $L=0,2,1$ completes the parent labels.

```lean
/-- Under exchange of the first two spins the trace and traceless symmetric parts change sign,
and the antisymmetric part is unchanged. -/
theorem parent_spin_symmetry (v : Fin d → ℝ) (i j k : Fin d) (s t u : Fin 2) :
    tracePart (state v) i j k t s u = -tracePart (state v) i j k s t u ∧
    antiPart (state v) i j k t s u = antiPart (state v) i j k s t u ∧
    symPart (state v) i j k t s u = -symPart (state v) i j k s t u := by
  have ex : ∀ a b : Fin d, state v b a k t s u = -state v a b k s t u := by
    intro a b
    have h : doublet v b a k t s u = -doublet v a b k s t u := by
      simp only [doublet, antisymmetrise]
      ring
    simp only [state, Pi.smul_apply, smul_eq_mul]
    rw [h, mul_neg]
  have hs : ∑ m, state v m m k t s u = -∑ m, state v m m k s t u := by
    rw [← sum_neg_distrib]
    exact sum_congr rfl fun m _ => ex m m
  have hT : tracePart (state v) i j k t s u = -tracePart (state v) i j k s t u := by
    unfold tracePart
    rw [hs]
    ring
  refine ⟨hT, ?_, ?_⟩
  · unfold antiPart
    rw [ex j i, ex i j]
    ring
  · unfold symPart
    rw [hT, ex j i, ex i j]
    ring
```

Annihilation by spin raising, with projection 1/2, makes the nonzero state the upper member of a doublet. The projection is checked over all eight spin assignments.

```lean
/-- Total spin raising sends `state v` to zero, and the total spin projection multiplies it by 1/2.
-/
theorem state_spin (v : Fin d → ℝ) :
    spinRaise (state v) = 0 ∧ spinZ (state v) = (1 / 2 : ℝ) • state v := by
  have u1 : up 1 = 0 := by simp [up]
  have d1 : down 1 = 1 := by simp [down]
  have hs : ∀ s : Fin 2, (up s = 1 ∧ down s = 0) ∨ (up s = 0 ∧ down s = 1) := by
    intro s
    fin_cases s <;> simp [up, down]
  constructor
  · funext i j k s t u
    simp only [spinRaise, state, Pi.smul_apply, smul_eq_mul, doublet_apply, singlet, u1, d1,
      Pi.zero_apply]
    ring
  · funext i j k s t u
    simp only [spinZ, state, Pi.smul_apply, smul_eq_mul, doublet_apply, singlet]
    rcases hs s with ⟨a, b⟩ | ⟨a, b⟩ <;> rcases hs t with ⟨a', b'⟩ | ⟨a', b'⟩ <;>
      rcases hs u with ⟨a'', b''⟩ | ⟨a'', b''⟩ <;> rw [a, b, a', b', a'', b''] <;> ring
```

Finally, rotating all three orbital indices of $\Psi$ amounts to rotating $v$, which is the behaviour of a P state when $d=3$. The proof transforms $F$, $G$ and $H$ separately, using $RR^{T}=1$ to preserve each $\delta$.

```lean
/-- An orthogonal transformation of all three orbital indices carries the unnormalised state
built on `v` to the one built on the transformed orbital. -/
theorem doublet_rotate (R : Matrix (Fin d) (Fin d) ℝ) (hR : R * Rᵀ = 1) (v : Fin d → ℝ)
    (i j k : Fin d) (s t u : Fin 2) :
    ∑ a, ∑ b, ∑ c, R i a * R j b * R k c * doublet v a b c s t u
      = doublet (R *ᵥ v) i j k s t u := by
  have ho : ∀ p q, ∑ a, R p a * R q a = delta p q := by
    intro p q
    have h := congrFun (congrFun hR p) q
    simpa only [Matrix.mul_apply, Matrix.transpose_apply, Matrix.one_apply, delta] using h
  have hw : ∀ p, (R *ᵥ v) p = ∑ a, R p a * v a := fun p => rfl
  -- the three pairings transform separately
  have A1 : ∑ a, ∑ b, ∑ c, R i a * R j b * R k c * (v a * delta b c)
      = (R *ᵥ v) i * delta j k := by
    rw [hw, ← ho j k, sum_mul_sum]
    refine sum_congr rfl fun a _ => sum_congr rfl fun b _ => ?_
    simp only [delta, mul_ite, mul_one, mul_zero, sum_ite_eq, mem_univ, if_true]
    ring
  have A2 : ∑ a, ∑ b, ∑ c, R i a * R j b * R k c * (v b * delta c a)
      = (R *ᵥ v) j * delta k i := by
    rw [hw, ← ho k i, mul_comm, sum_mul_sum]
    refine sum_congr rfl fun a _ => sum_congr rfl fun b _ => ?_
    simp only [delta, mul_ite, mul_one, mul_zero, sum_ite_eq', mem_univ, if_true]
    ring
  have A3 : ∑ a, ∑ b, ∑ c, R i a * R j b * R k c * (v c * delta a b)
      = (R *ᵥ v) k * delta i j := by
    rw [hw, ← ho i j, mul_comm, sum_mul_sum]
    refine sum_congr rfl fun a _ => ?_
    rw [sum_comm]
    refine sum_congr rfl fun c _ => ?_
    simp only [delta, mul_ite, mul_one, mul_zero, sum_ite_eq, mem_univ, if_true]
    ring
  rw [doublet_apply, ← A1, ← A2, ← A3]
  simp only [sum_mul, ← sum_add_distrib]
  refine sum_congr rfl fun a _ => sum_congr rfl fun b _ => sum_congr rfl fun c _ => ?_
  rw [doublet_apply]
  ring

end

end FractionalParentage
```

```lean
#print axioms FractionalParentage.parent_weights
#print axioms FractionalParentage.p_shell_weights
#print axioms FractionalParentage.state_spin
#print axioms FractionalParentage.doublet_rotate
```

```
'FractionalParentage.parent_weights' depends on axioms: [propext, Classical.choice, Quot.sound]
'FractionalParentage.p_shell_weights' depends on axioms: [propext, Classical.choice, Quot.sound]
'FractionalParentage.state_spin' depends on axioms: [propext, Classical.choice, Quot.sound]
'FractionalParentage.doublet_rotate' depends on axioms: [propext, Classical.choice, Quot.sound]
```
